# Subset parities of fermionic modes and their sign rules

The modes are modelled here as abstract elements of a ring with an adjoint, not as matrices on a chosen Fock space. The ring is `R`, its adjoint † is `star`, and the annihilation operators are a family a_j with j in an index type `ι`, which may be infinite. The hypothesis `CAR a` postulates the canonical anticommutation relations, which encode Fermi statistics:

a_i a_j + a_j a_i = 0
a_i a_i† + a_i† a_i = 1
a_i a_j† + a_j† a_i = 0 for i ≠ j

No vacuum, state or Hamiltonian enters. The parity of one mode is P_j = 1 − 2 a_j† a_j, written `modeParity (a j)`.

```lean
import Mathlib

open Matrix

namespace FermionicSubsetParity

noncomputable section

variable {ι R : Type*} [Ring R] [StarRing R] {a : ι → R}

/-- The canonical anticommutation relations for a family of annihilation operators `a j`,
with creation operators `star (a j)`. -/
structure CAR (a : ι → R) : Prop where
  anti : ∀ i j, a i * a j + a j * a i = 0
  same : ∀ i, a i * star (a i) + star (a i) * a i = 1
  diff : ∀ i j, i ≠ j → a i * star (a j) + star (a j) * a i = 0

/-- The parity `1 - 2 x* x` of a single mode with annihilation operator `x`. -/
def modeParity (x : R) : R := 1 - 2 * (star x * x)
```

## (a) P_j is self-adjoint

Show that P_j† = P_j.

The adjoint reverses products, so (a_j† a_j)† = a_j† a_j, and 1† = 1. This holds for any ring element, without the relations.

```lean
/-- The parity of a single mode is self-adjoint. -/
theorem star_modeParity (x : R) : star (modeParity x) = modeParity x := by
  unfold modeParity
  rw [two_mul, star_sub, star_one, star_add, star_mul, star_star]
```

## (b) P_j squares to one

Show that P_j² = 1 without dividing by two.

Write a for a_j and n = a†a. Then

n² = a†(a a†)a = a†(1 − a†a)a = n − a†a†a a
P_j² = 1 − 4n + 4n² = 1 − 4a†a†a a = 1,

because 2a a = 0. In Lean, `linear_combination` adds the same multiples of the relations and `noncomm_ring` checks the remaining identity.

```lean
/-- The parity of a single mode squares to one. -/
theorem modeParity_mul_self (h : CAR a) (j : ι) :
    modeParity (a j) * modeParity (a j) = 1 := by
  unfold modeParity
  linear_combination (norm := noncomm_ring)
    4 * star (a j) * h.same j * a j - 2 * star (a j) * star (a j) * h.anti j j
```

## (c) P_j anticommutes with a_j

Show that P_j a_j = −a_j P_j.

With a = a_j,

P_j a + a P_j = 2a − 2(a†a + a a†)a = 2a − 2a = 0.

```lean
/-- The parity of a mode anticommutes with the annihilation operator of that mode. -/
theorem modeParity_anticomm (h : CAR a) (j : ι) :
    modeParity (a j) * a j = -(a j * modeParity (a j)) := by
  unfold modeParity
  linear_combination (norm := noncomm_ring) (-2 : R) * h.same j * a j
```

## (d) P_i commutes with every other a_j

Let i ≠ j. Show that P_i a_j = a_j P_i.

Moving a_j past two operators gives two signs:

a_i† a_i a_j = −a_i† a_j a_i = a_j a_i† a_i.

```lean
/-- The parity of a mode commutes with the annihilation operator of any other mode. -/
theorem modeParity_commute (h : CAR a) {i j : ι} (hij : i ≠ j) :
    Commute (modeParity (a i)) (a j) := by
  change modeParity (a i) * a j = a j * modeParity (a i)
  unfold modeParity
  linear_combination (norm := noncomm_ring)
    (-2 : R) * star (a i) * h.anti i j + 2 * h.diff j i hij.symm * a i
```

## (e) Mode parities commute

Show that P_i P_j = P_j P_i.

For i = j this is immediate. Otherwise, the adjoint of (d) shows that P_i commutes with a_j†, hence with a_j† a_j and with P_j.

```lean
/-- The parities of any two modes commute. -/
theorem modeParity_commute_modeParity (h : CAR a) (i j : ι) :
    Commute (modeParity (a i)) (modeParity (a j)) := by
  by_cases hij : i = j
  · rw [hij]
  · have h1 := modeParity_commute h hij
    -- the adjoint relation gives commutation with the creation operator
    have h2 : Commute (modeParity (a i)) (star (a j)) := by
      have e := congrArg star h1.eq
      rw [star_mul, star_mul, star_modeParity] at e
      exact e.symm
    have hn := h2.mul_right h1
    change Commute (modeParity (a i)) (1 - 2 * (star (a j) * a j))
    rw [two_mul]
    exact (Commute.one_right _).sub_right (hn.add_right hn)
```

For a finite set S, define Π_S as the product of P_j over j in S. By (e) no ordering of the modes is needed, which is why `subsetParity` takes the relations `h` as an argument.

```lean
/-- The parity of a finite set `S` of modes: the product of `1 - 2 a_j* a_j` over `j` in `S`. -/
def subsetParity (h : CAR a) (S : Finset ι) : R :=
  S.noncommProd (fun j => modeParity (a j))
    (fun i _ j _ _ => modeParity_commute_modeParity h i j)
```

## (f) A new mode contributes one factor

Let i lie outside S. Show that Π_(S ∪ {i}) = P_i Π_S.

The enlarged product has exactly one extra factor, which may be placed first.

```lean
variable [DecidableEq ι]

/-- Adding a new mode to the set multiplies the subset parity by the parity of that mode. -/
theorem subsetParity_insert (h : CAR a) {i : ι} {S : Finset ι} (hi : i ∉ S) :
    subsetParity h (insert i S) = modeParity (a i) * subsetParity h S :=
  Finset.noncommProd_insert_of_notMem S i _ _ hi
```

## (g) Products follow the symmetric difference

Show that Π_S Π_T = Π_(S ∆ T), where S ∆ T contains the modes in exactly one of the two sets.

Multiplying by P_i toggles mode i. If i is not in U, it is added by (f). If i is in U, then

P_i Π_U = P_i P_i Π_(U \ {i}) = Π_(U \ {i}).

Now use induction on S. The empty product is 1, and for i outside S

Π_(S ∪ {i}) Π_T = P_i Π_(S ∆ T) = Π_({i} ∆ S ∆ T) = Π_((S ∪ {i}) ∆ T).

```lean
/-- The product of two subset parities is the parity of the symmetric difference of the sets. -/
theorem subsetParity_mul (h : CAR a) (S T : Finset ι) :
    subsetParity h S * subsetParity h T = subsetParity h (symmDiff S T) := by
  -- multiplying by the parity of mode i toggles the membership of i
  have toggle : ∀ (i : ι) (U : Finset ι),
      modeParity (a i) * subsetParity h U = subsetParity h (symmDiff {i} U) := by
    intro i U
    by_cases hi : i ∈ U
    · have hU : symmDiff {i} U = U.erase i := by
        ext x
        by_cases hx : x = i <;> simp [Finset.mem_symmDiff, hx, hi]
      have e := subsetParity_insert h (Finset.notMem_erase i U)
      rw [Finset.insert_erase hi] at e
      rw [hU, e, ← mul_assoc, modeParity_mul_self h, one_mul]
    · have hU : symmDiff {i} U = insert i U := by
        ext x
        by_cases hx : x = i <;> simp [Finset.mem_symmDiff, hx, hi]
      rw [hU, subsetParity_insert h hi]
  have hE : subsetParity h ∅ = 1 := Finset.noncommProd_empty _ _
  induction S using Finset.induction_on with
  | empty =>
    have hT : symmDiff ∅ T = T := by
      ext x
      simp [Finset.mem_symmDiff]
    rw [hT, hE, one_mul]
  | insert i S hi ih =>
    have e : insert i S = symmDiff {i} S := by
      ext x
      by_cases hx : x = i <;> simp [Finset.mem_symmDiff, hx, hi]
    rw [e, ← toggle i S, mul_assoc, ih, toggle i, symmDiff_assoc]
```

## (h) Π_S is a self-adjoint involution with a sign rule

Show that Π_S† = Π_S and Π_S² = 1, and that Π_S anticommutes with a_j for j in S and commutes with a_j for j outside S.

Self-adjointness follows by induction, since the factors are self-adjoint and commute. Setting T = S in (g) gives Π_S² = Π_∅ = 1. If j is outside S, a_j passes every factor by (d). If j is in S, split off P_j:

Π_S a_j = P_j Π_(S \ {j}) a_j = P_j a_j Π_(S \ {j}) = −a_j Π_S.

In the smallest case, S = ∅, Π_S = 1 and there are no signs.

```lean
/-- The parity of a set `S` of modes is a self-adjoint involution that anticommutes with `a j`
for `j` in `S` and commutes with `a j` for `j` outside `S`. -/
theorem subsetParity_main (h : CAR a) (S : Finset ι) :
    star (subsetParity h S) = subsetParity h S ∧
    subsetParity h S * subsetParity h S = 1 ∧
    (∀ j ∈ S, subsetParity h S * a j = -(a j * subsetParity h S)) ∧
    (∀ j, j ∉ S → subsetParity h S * a j = a j * subsetParity h S) := by
  have hE : subsetParity h ∅ = 1 := Finset.noncommProd_empty _ _
  -- modes outside the set commute with every factor
  have outside : ∀ (U : Finset ι) (j : ι), j ∉ U →
      subsetParity h U * a j = a j * subsetParity h U := by
    intro U j hj
    have hc : Commute (a j) (subsetParity h U) :=
      Finset.noncommProd_commute _ _ _ _ fun i hi =>
        (modeParity_commute h (ne_of_mem_of_not_mem hi hj)).symm
    exact hc.eq.symm
  refine ⟨?_, ?_, ?_, outside S⟩
  · induction S using Finset.induction_on with
    | empty => rw [hE, star_one]
    | insert i S hi ih =>
      have hc : Commute (modeParity (a i)) (subsetParity h S) :=
        Finset.noncommProd_commute _ _ _ _ fun j _ => modeParity_commute_modeParity h i j
      rw [subsetParity_insert h hi, star_mul, ih, star_modeParity]
      exact hc.eq.symm
  · rw [subsetParity_mul, symmDiff_self, Finset.bot_eq_empty, hE]
  · intro j hj
    -- split off the factor of mode j, the only one that produces a sign
    have e := subsetParity_insert h (Finset.notMem_erase j S)
    rw [Finset.insert_erase hj] at e
    rw [e, mul_assoc, outside _ j (Finset.notMem_erase j S), ← mul_assoc,
      modeParity_anticomm h, neg_mul, mul_assoc]
```

## (i) Hops across the boundary of S change the sign

Show that a_p† a_q commutes with Π_S if p and q are on the same side of S, and anticommutes with it otherwise.

Taking adjoints in (h) gives a_p† the same sign as a_p. The two signs multiply, and Lean checks the four cases.

For a one-body Hamiltonian made of spin-conserving hops among finitely many spin orbitals, the parity of the spin-up orbitals is therefore a symmetry, which qubit tapering can exploit.

```lean
/-- A hopping term `a_p* a_q` commutes with the parity of `S` if `p` and `q` are both inside or
both outside `S`, and anticommutes with it if exactly one of them is inside. -/
theorem hopping_selection_rule (h : CAR a) (S : Finset ι) (p q : ι) :
    ((p ∈ S ↔ q ∈ S) →
      subsetParity h S * (star (a p) * a q) = star (a p) * a q * subsetParity h S) ∧
    (¬(p ∈ S ↔ q ∈ S) →
      subsetParity h S * (star (a p) * a q) = -(star (a p) * a q * subsetParity h S)) := by
  obtain ⟨hs, -, hin, hout⟩ := subsetParity_main h S
  -- the signs for the creation operator follow by taking adjoints
  have sin : p ∈ S → subsetParity h S * star (a p) = -(star (a p) * subsetParity h S) := by
    intro hp
    have e := congrArg star (hin p hp)
    rw [star_neg, star_mul, star_mul, hs] at e
    rw [e, neg_neg]
  have sout : p ∉ S → subsetParity h S * star (a p) = star (a p) * subsetParity h S := by
    intro hp
    have e := congrArg star (hout p hp)
    rw [star_mul, star_mul, hs] at e
    exact e.symm
  by_cases hp : p ∈ S <;> by_cases hq : q ∈ S
  · refine ⟨fun _ => ?_, fun hn => absurd (iff_of_true hp hq) hn⟩
    linear_combination (norm := noncomm_ring) sin hp * a q - star (a p) * hin q hq
  · refine ⟨fun hn => absurd (hn.mp hp) hq, fun _ => ?_⟩
    linear_combination (norm := noncomm_ring) sin hp * a q - star (a p) * hout q hq
  · refine ⟨fun hn => absurd (hn.mpr hq) hp, fun _ => ?_⟩
    linear_combination (norm := noncomm_ring) sout hp * a q + star (a p) * hin q hq
  · refine ⟨fun _ => ?_, fun hn => absurd (iff_of_false hp hq) hn⟩
    linear_combination (norm := noncomm_ring) sout hp * a q + star (a p) * hout q hq
```

## (j) Two Jordan–Wigner modes satisfy the relations

Verify the relations for the matrices below, in the basis 00, 01, 10, 11.

The nonzero actions are

a_0: |10⟩ → |00⟩, |11⟩ → |01⟩
a_1: |01⟩ → |00⟩, |11⟩ → −|10⟩

The minus sign makes a_0 a_1 and a_1 a_0 cancel on |11⟩. Lean checks all the relations entry by entry.

As a numerical instance, take S = {0}, so Π_S = diag(1, 1, −1, −1). The hop a_0† a_1 sends |01⟩ to |10⟩, and

Π_S a_0† a_1 |01⟩ = −|10⟩
a_0† a_1 Π_S |01⟩ = |10⟩.

For S = {0, 1}, Π_S = diag(1, −1, −1, 1) and both orders give −|10⟩.

```lean
/-- The Jordan-Wigner matrices of two fermionic modes in the occupation basis 00, 01, 10, 11. -/
def jordanWigner : Fin 2 → Matrix (Fin 4) (Fin 4) ℂ :=
  ![!![0, 0, 1, 0; 0, 0, 0, 1; 0, 0, 0, 0; 0, 0, 0, 0],
    !![0, 1, 0, 0; 0, 0, 0, 0; 0, 0, 0, -1; 0, 0, 0, 0]]

/-- The two-mode Jordan-Wigner matrices obey the canonical anticommutation relations. -/
theorem CAR_witness : CAR jordanWigner where
  anti i j := by
    fin_cases i <;> fin_cases j <;> ext k l <;> fin_cases k <;> fin_cases l <;>
      simp [jordanWigner]
  same i := by
    ext k l
    simp only [Matrix.add_apply, Matrix.mul_apply, Fin.sum_univ_four,
      Matrix.star_eq_conjTranspose, Matrix.conjTranspose_apply]
    fin_cases i <;> fin_cases k <;> fin_cases l <;> simp [jordanWigner]
  diff i j hij := by
    ext k l
    simp only [Matrix.add_apply, Matrix.mul_apply, Fin.sum_univ_four,
      Matrix.star_eq_conjTranspose, Matrix.conjTranspose_apply]
    fin_cases i <;> fin_cases j <;> first
      | exact absurd rfl hij
      | (fin_cases k <;> fin_cases l <;> simp [jordanWigner])

end

end FermionicSubsetParity
```

```lean
#print axioms FermionicSubsetParity.subsetParity_main
#print axioms FermionicSubsetParity.hopping_selection_rule
```

```
'FermionicSubsetParity.subsetParity_main' depends on axioms: [propext, Classical.choice, Quot.sound]
'FermionicSubsetParity.hopping_selection_rule' depends on axioms: [propext, Classical.choice, Quot.sound]
```
